# The LeRoy–Bernstein law for a semiclassical level index in a $-C/r^n$ tail, $n>2$

**Q:** I have vibrational levels of a diatomic just below a van der Waals dissociation limit. I take the cube root of each binding energy, plot it against the vibrational number $v$, and extend the straight line to zero to find the index $v_D$ at dissociation. Does the formal statement justify that line?

**A:** It does for a continuous semiclassical index $v(e)$ in a pure, non-rotating tail. Put the dissociation energy at $D$, the potential at $V(r)=D-C/r^n$ with $C>0$, and the level at $D-e$ with binding energy $e>0$. The available kinetic energy is $C/r^n-e$, which vanishes at the outer turning point $R=(C/e)^{1/n}$. The first definitions are the inverse momentum without its mass factor, the point $R$, and the integral between $0$ and $R$.

```lean
import Mathlib

open MeasureTheory Set Filter Topology

namespace LeRoyBernstein

noncomputable section

/-- Inverse local momentum, up to a mass factor, at distance `r` in the attractive tail `-C/r^n`
for binding energy `e`. -/
def invMomentum (n : ℕ) (C e r : ℝ) : ℝ := (√(C / r ^ n - e))⁻¹

/-- Outer classical turning point, where `C/r^n = e`. -/
def turningPoint (n : ℕ) (C e : ℝ) : ℝ := (C / e) ^ (1 / (n : ℝ))

/-- Integral of the inverse local momentum from the origin to the outer turning point. -/
def periodIntegral (n : ℕ) (C e : ℝ) : ℝ :=
  ∫ r in (0 : ℝ)..turningPoint n C e, invMomentum n C e r
```

The same integral at $C=e=1$ is a pure number:

$$K_n=\int_0^1\left(\frac1{x^n}-1\right)^{-1/2}dx .$$

```lean
/-- The dimensionless constant `K_n`: the integral of `(1/x^n - 1)^(-1/2)` over the unit interval. -/
def K (n : ℕ) : ℝ := ∫ x in (0 : ℝ)..1, invMomentum n 1 1 x
```

**Q:** Where does quantisation enter?

**A:** As a hypothesis. For reduced mass $\mu$, the semiclassical condition is $(v+\tfrac12)\pi\hbar=\int\sqrt{2\mu(D-e-V)}\,dr$ between the turning points. Differentiating with respect to $e$, where the endpoint terms vanish because the momentum does, gives

$$\frac{dv}{de}=-\frac{\sqrt{2\mu}}{2\pi\hbar}\int\frac{dr}{\sqrt{D-e-V}} .$$

`IsSemiclassical` postulates this with the pure tail continued to the origin, for $0<e<e_0$. The window stands for the region near dissociation where the tail governs the level spacing. `v : ℝ → ℝ` is a continuous index; the levels themselves sit where it takes integer values.

```lean
/-- The differentiated semiclassical quantisation rule for the level index `v` as a function of
the binding energy, for binding energies between `0` and `e0`. -/
def IsSemiclassical (n : ℕ) (μ hbar C e0 : ℝ) (v : ℝ → ℝ) : Prop :=
  ∀ e ∈ Ioo 0 e0,
    HasDerivAt v (-(√(2 * μ) / (2 * Real.pi * hbar) * periodIntegral n C e)) e
```

The constants combine into `rate`, written $a=\sqrt{2\mu}\,K_nC^{1/n}/(2\pi\hbar)$ below. `levelIndex` is the candidate solution.

```lean
/-- The coefficient `a` formed from the reduced mass, the reduced Planck constant and the tail
`-C/r^n`. -/
def rate (n : ℕ) (μ hbar C : ℝ) : ℝ :=
  √(2 * μ) / (2 * Real.pi * hbar) * K n * C ^ (1 / (n : ℝ))

/-- The explicit level index `vD - (2na/(n-2)) e^((n-2)/(2n))`. -/
def levelIndex (n : ℕ) (a vD e : ℝ) : ℝ :=
  vD - 2 * n * a / (n - 2) * e ^ (((n : ℝ) - 2) / (2 * n))
```

**Q:** The integrand blows up at the turning point. Is the integral finite?

**A:** Yes, for every $n\ge1$. On $0<x<1$ we have $x^n\le x$, and $x(2-x)=1-(1-x)^2\le1$. Hence $1/x^n\ge1/x\ge2-x$, so $1/x^n-1\ge1-x$. The integrand is at most $(1-x)^{-1/2}$, whose integral is $2$. The proof uses this same majorant, with `nlinarith` supplying the polynomial inequality. Since Lean assigns the value zero to a divergent integral, convergence has to be proved separately from any formula.

```lean
/-- The integral defining `K_n` converges for every `n ≥ 1`. -/
theorem reduced_integrable {n : ℕ} (hn : n ≠ 0) :
    IntervalIntegrable (invMomentum n 1 1) volume 0 1 := by
  -- the integrable majorant is `(1 - x)^(-1/2)`
  have hf : IntervalIntegrable (fun x : ℝ => (1 - x) ^ (-(1 / 2) : ℝ)) volume 0 1 := by
    have h := (intervalIntegral.intervalIntegrable_rpow' (a := 0) (b := 1)
      (r := (-(1 / 2) : ℝ)) (by norm_num)).comp_sub_left 1
    rw [sub_zero, sub_self] at h
    exact h.symm
  have hm : Measurable (invMomentum n 1 1) := by
    unfold invMomentum
    fun_prop
  refine hf.mono_fun hm.aestronglyMeasurable ?_
  rw [uIoc_of_le zero_le_one]
  filter_upwards [ae_restrict_mem measurableSet_Ioc] with x hx
  rcases hx.2.eq_or_lt with h1 | h1
  · have h0 : invMomentum n 1 1 x = 0 := by simp [invMomentum, h1]
    rw [h0, norm_zero]
    exact norm_nonneg _
  · have hp : x ^ n ≤ x := pow_le_of_le_one hx.1.le hx.2 hn
    have h2 : 2 - x ≤ 1 / x ^ n := by
      rw [le_div_iff₀ (pow_pos hx.1 n)]
      nlinarith [mul_le_mul_of_nonneg_left hp (by linarith : (0 : ℝ) ≤ 2 - x),
        sq_nonneg (x - 1)]
    have h3 : 0 < √(1 - x) := Real.sqrt_pos.2 (by linarith)
    rw [Real.rpow_neg (by linarith), ← Real.sqrt_eq_rpow, invMomentum,
      Real.norm_of_nonneg (by positivity), Real.norm_of_nonneg (by positivity)]
    exact inv_anti₀ h3 (Real.sqrt_le_sqrt (by linarith))
```

The integrand is positive inside the interval, so $K_n>0$.

```lean
/-- The constant `K_n` is positive for every `n ≥ 1`. -/
theorem K_pos {n : ℕ} (hn : n ≠ 0) : 0 < K n := by
  refine intervalIntegral.intervalIntegral_pos_of_pos_on (reduced_integrable hn) ?_ zero_lt_one
  intro x hx
  have h1 : x ^ n < 1 := pow_lt_one₀ hx.1.le hx.2 hn
  have h2 : 1 < 1 / x ^ n := by
    rw [lt_div_iff₀ (pow_pos hx.1 n)]
    linarith
  exact inv_pos.2 (Real.sqrt_pos.2 (by linarith))
```

**Q:** And the power of $e$?

**A:** Set $r=Rx$. Since $R^n=C/e$, we get $C/r^n-e=e(1/x^n-1)$, and therefore

$$\int_0^R\frac{dr}{\sqrt{C/r^n-e}}=\frac{R}{\sqrt e}K_n=K_nC^{1/n}e^{-1/2-1/n}=K_nC^{1/n}e^{-(n+2)/(2n)} .$$

In the proof, `hs` is the rescaled integrand, the `calc` block changes variables, and `hq` adds the exponents. The theorem states convergence and this value together.

```lean
/-- For `n ≥ 1` and positive `C` and `e`, the inverse-momentum integral converges and equals `K_n
C^(1/n) e^(-(n+2)/(2n))`. -/
theorem periodIntegral_eq {n : ℕ} (hn : n ≠ 0) {C e : ℝ} (hC : 0 < C) (he : 0 < e) :
    IntervalIntegrable (invMomentum n C e) volume 0 (turningPoint n C e) ∧
    periodIntegral n C e =
      K n * C ^ (1 / (n : ℝ)) * e ^ (-(((n : ℝ) + 2) / (2 * n))) := by
  have hR : 0 < turningPoint n C e := Real.rpow_pos_of_pos (div_pos hC he) _
  have hRn : turningPoint n C e ^ n = C / e := by
    rw [turningPoint, one_div]
    exact Real.rpow_inv_natCast_pow (div_pos hC he).le hn
  -- distances are measured in units of the turning point
  have hs : ∀ r, invMomentum n C e r =
      (√e)⁻¹ * invMomentum n 1 1 ((turningPoint n C e)⁻¹ * r) := by
    intro r
    have h1 : e * (C / e) = C := by field_simp
    have h2 : C / r ^ n - e = e * (1 / ((turningPoint n C e)⁻¹ * r) ^ n - 1) := by
      rw [mul_pow, inv_pow, hRn, one_div, mul_inv, inv_inv, div_eq_mul_inv C (r ^ n)]
      linear_combination (-(r ^ n)⁻¹) * h1
    rw [invMomentum, invMomentum, h2, Real.sqrt_mul he.le, mul_inv]
  constructor
  · have h := ((reduced_integrable hn).comp_mul_left
      (c := (turningPoint n C e)⁻¹)).const_mul (√e)⁻¹
    rw [zero_div, one_div, inv_inv] at h
    rw [funext hs]
    exact h
  · have hn' : (n : ℝ) ≠ 0 := Nat.cast_ne_zero.2 hn
    have hq : -(((n : ℝ) + 2) / (2 * n)) = -(1 / 2) + -(1 / (n : ℝ)) := by
      linear_combination (-(1 / 2) : ℝ) * mul_inv_cancel₀ hn'
    calc periodIntegral n C e
        = ∫ r in (0 : ℝ)..turningPoint n C e,
            (√e)⁻¹ * invMomentum n 1 1 ((turningPoint n C e)⁻¹ * r) :=
          intervalIntegral.integral_congr (fun r _ => hs r)
      _ = (√e)⁻¹ * (turningPoint n C e * K n) := by
          rw [intervalIntegral.integral_const_mul,
            intervalIntegral.integral_comp_mul_left (invMomentum n 1 1) (inv_ne_zero hR.ne'),
            inv_inv, mul_zero, inv_mul_cancel₀ hR.ne', smul_eq_mul, K]
      _ = _ := by
          rw [hq, Real.rpow_add he, Real.rpow_neg he.le, Real.rpow_neg he.le,
            ← Real.sqrt_eq_rpow, turningPoint, Real.div_rpow hC.le he.le]
          ring
```

**Q:** So the rule becomes $v'(e)=-a\,e^{-(n+2)/(2n)}$. How do you fix the integration constant?

**A:** By the limit at dissociation. One ingredient is that a function with zero derivative on the window is constant there.

```lean
/-- A function with zero derivative on an energy window `(0, e0)` is constant there. -/
theorem const_on_window {F : ℝ → ℝ} {e0 x y : ℝ} (h : ∀ e ∈ Ioo 0 e0, HasDerivAt F 0 e)
    (hx : x ∈ Ioo 0 e0) (hy : y ∈ Ioo 0 e0) : F x = F y :=
  isOpen_Ioo.is_const_of_deriv_eq_zero isPreconnected_Ioo
    (fun z hz => (h z hz).differentiableAt.differentiableWithinAt)
    (fun z hz => (h z hz).deriv) hx hy
```

The other is an explicit solution for $n>2$:

$$w(e)=v_D-\frac{2na}{n-2}\,e^{(n-2)/(2n)} .$$

Differentiating brings down $(n-2)/(2n)$, which cancels the prefactor to leave $-a$, and lowers the exponent to $(n-2)/(2n)-1=-(n+2)/(2n)$. The original exponent is positive, so $w(e)\to v_D$ as $e\to0^+$. Lean writes that one-sided limit with `𝓝[>] 0`.

```lean
/-- For `n > 2` the explicit level index has derivative `-a e^(-(n+2)/(2n))` at every `e > 0`
and tends to `vD` as the binding energy vanishes. -/
theorem levelIndex_spec {n : ℕ} (hn : 2 < n) (a vD : ℝ) :
    (∀ e, 0 < e → HasDerivAt (levelIndex n a vD)
      (-(a * e ^ (-(((n : ℝ) + 2) / (2 * n))))) e) ∧
    Tendsto (levelIndex n a vD) (𝓝[>] 0) (𝓝 vD) := by
  have hn2 : (2 : ℝ) < n := by exact_mod_cast hn
  have h0 : (n : ℝ) ≠ 0 := by linarith
  have h2 : (n : ℝ) - 2 ≠ 0 := by linarith
  have hs : 0 < ((n : ℝ) - 2) / (2 * n) := div_pos (by linarith) (by linarith)
  constructor
  · intro e he
    have h := ((Real.hasDerivAt_rpow_const (p := ((n : ℝ) - 2) / (2 * n))
      (Or.inl he.ne')).const_mul (2 * n * a / ((n : ℝ) - 2))).const_sub vD
    refine h.congr_deriv ?_
    have hq : ((n : ℝ) - 2) / (2 * n) - 1 = -(((n : ℝ) + 2) / (2 * n)) := by
      linear_combination mul_inv_cancel₀ h0
    have hB : 2 * n * a / ((n : ℝ) - 2) * (((n : ℝ) - 2) / (2 * n)) = a := by
      field_simp
    rw [hq, ← mul_assoc, hB]
  · have h := (Real.continuousAt_rpow_const 0 (((n : ℝ) - 2) / (2 * n))
      (Or.inr hs.le)).tendsto
    rw [Real.zero_rpow hs.ne'] at h
    have h' := ((h.const_mul (2 * n * a / ((n : ℝ) - 2))).const_sub vD).mono_left
      (nhdsWithin_le_nhds (s := Ioi 0))
    rw [mul_zero, sub_zero] at h'
    exact h'
```

The next two results replace the integral in the rule by its power law and show $a>0$.

```lean
/-- For `n ≥ 1` and `C > 0`, the semiclassical rule is equivalent to `dv/de = -a e^(-(n+2)/(2n))` on
the window. -/
theorem isSemiclassical_iff {n : ℕ} (hn : n ≠ 0) {μ hbar C e0 : ℝ} (hC : 0 < C) (v : ℝ → ℝ) :
    IsSemiclassical n μ hbar C e0 v ↔ ∀ e ∈ Ioo 0 e0,
      HasDerivAt v (-(rate n μ hbar C * e ^ (-(((n : ℝ) + 2) / (2 * n))))) e := by
  refine forall₂_congr fun e he => ?_
  rw [(periodIntegral_eq hn hC he.1).2, rate]
  simp only [mul_assoc]

/-- The coefficient `a` is positive for `n ≥ 1` and positive `μ`, `hbar` and `C`. -/
theorem rate_pos {n : ℕ} (hn : n ≠ 0) {μ hbar C : ℝ} (hμ : 0 < μ) (hh : 0 < hbar)
    (hC : 0 < C) : 0 < rate n μ hbar C := by
  have hK := K_pos hn
  unfold rate
  positivity
```

**Q:** Then the law itself?

**A:** Suppose $v$ obeys the rule and tends to $v_D$. Then $v-w$ has zero derivative, so it is constant (`hc`). It also tends to $v_D-v_D=0$, so uniqueness of limits gives $v=w$ (`hve`). Rearranging,

$$e^{(n-2)/(2n)}=\frac{(n-2)(v_D-v)}{2na},\qquad e=\left(\frac{(n-2)(v_D-v)}{2na}\right)^{2n/(n-2)} .$$

The first equation is `hb`; the final rewriting raises it to the reciprocal power.

```lean
/-- **LeRoy-Bernstein law**: for a tail `-C/r^n` with `n > 2`, a semiclassical level index that
tends to `vD` at dissociation fixes the binding energy as a power of `vD - v`. -/
theorem leRoy_bernstein {n : ℕ} (hn : 2 < n) {μ hbar C e0 vD : ℝ} {v : ℝ → ℝ}
    (hμ : 0 < μ) (hh : 0 < hbar) (hC : 0 < C) (hv : IsSemiclassical n μ hbar C e0 v)
    (hD : Tendsto v (𝓝[>] 0) (𝓝 vD)) {e : ℝ} (he : e ∈ Ioo 0 e0) :
    e = (((n : ℝ) - 2) * (vD - v e) / (2 * n * rate n μ hbar C)) ^
      (2 * (n : ℝ) / (n - 2)) := by
  have hn0 : n ≠ 0 := by omega
  have ha := rate_pos hn0 hμ hh hC
  rw [isSemiclassical_iff hn0 hC] at hv
  generalize rate n μ hbar C = a at ha hv ⊢
  obtain ⟨hw, hwD⟩ := levelIndex_spec hn a vD
  -- `v` and the explicit index differ by a constant, which vanishes at dissociation
  have hc : ∀ x ∈ Ioo 0 e0, v x - levelIndex n a vD x = v e - levelIndex n a vD e :=
    fun x hx => const_on_window (F := fun x => v x - levelIndex n a vD x)
      (fun y hy => ((hv y hy).fun_sub (hw y hy.1)).congr_deriv (sub_self _)) hx he
  have hl : Tendsto (fun x => v x - levelIndex n a vD x) (𝓝[>] 0)
      (𝓝 (v e - levelIndex n a vD e)) := by
    refine tendsto_const_nhds.congr' ?_
    filter_upwards [Ioo_mem_nhdsGT (he.1.trans he.2)] with x hx
    exact (hc x hx).symm
  have hz := tendsto_nhds_unique (hD.sub hwD) hl
  have hve : v e = levelIndex n a vD e := by linarith
  -- invert the power law
  have hn2 : (2 : ℝ) < n := by exact_mod_cast hn
  have h0 : (n : ℝ) ≠ 0 := by linarith
  have h2 : (n : ℝ) - 2 ≠ 0 := by linarith
  have hb : ((n : ℝ) - 2) * (vD - v e) / (2 * n * a) = e ^ (((n : ℝ) - 2) / (2 * n)) := by
    rw [hve, levelIndex, sub_sub_cancel]
    generalize e ^ (((n : ℝ) - 2) / (2 * n)) = X
    field_simp
  have h1 : ((n : ℝ) - 2) / (2 * n) * (2 * (n : ℝ) / (n - 2)) = 1 := by field_simp
  rw [hb, ← Real.rpow_mul he.1.le, h1, Real.rpow_one]
```

**Q:** Could those hypotheses be contradictory, which would make the theorem empty?

**A:** No: $w$ satisfies both of them.

```lean
/-- The explicit level index satisfies the semiclassical rule and tends to `vD` at
dissociation. -/
theorem leRoy_bernstein_witness {n : ℕ} (hn : 2 < n) {μ hbar C : ℝ} (hC : 0 < C) (e0 vD : ℝ) :
    IsSemiclassical n μ hbar C e0 (levelIndex n (rate n μ hbar C) vD) ∧
    Tendsto (levelIndex n (rate n μ hbar C) vD) (𝓝[>] 0) (𝓝 vD) := by
  obtain ⟨h1, h2⟩ := levelIndex_spec hn (rate n μ hbar C) vD
  exact ⟨(isSemiclassical_iff (by omega) hC _).2 fun e he => h1 e he.1, h2⟩
```

**Q:** And my cube-root plot?

**A:** For $n=6$ the exponent is $12/4=3$ and the prefactor is $4/12=1/3$, so $e=\left((v_D-v)/(3a)\right)^3$. The cube root is linear in $v$ with slope $-1/(3a)$, which carries $C$.

```lean
/-- For the van der Waals tail `-C/r^6` the binding energy is the cube of `(vD - v)/(3a)`. -/
theorem van_der_waals {μ hbar C e0 vD : ℝ} {v : ℝ → ℝ}
    (hμ : 0 < μ) (hh : 0 < hbar) (hC : 0 < C) (hv : IsSemiclassical 6 μ hbar C e0 v)
    (hD : Tendsto v (𝓝[>] 0) (𝓝 vD)) {e : ℝ} (he : e ∈ Ioo 0 e0) :
    e = ((vD - v e) / (3 * rate 6 μ hbar C)) ^ 3 := by
  have h := leRoy_bernstein (by norm_num) hμ hh hC hv hD he
  have ha := rate_pos (n := 6) (by norm_num) hμ hh hC
  have h1 : 2 * ((6 : ℕ) : ℝ) / (((6 : ℕ) : ℝ) - 2) = ((3 : ℕ) : ℝ) := by norm_num
  have h2 : (((6 : ℕ) : ℝ) - 2) * (vD - v e) / (2 * ((6 : ℕ) : ℝ) * rate 6 μ hbar C) =
      (vD - v e) / (3 * rate 6 μ hbar C) := by
    rw [div_eq_div_iff (by positivity) (by positivity)]
    push_cast
    ring
  rw [h1, Real.rpow_natCast, h2] at h
  exact h
```

For excited atoms the tail can be longer: the resonant dipole interaction between like atoms has $n=3$, and within the same single-tail, semiclassical model the power is then $6$.

**Q:** What happens at $n=2$?

**A:** The rule reads $v'=-a/e$, so $v+a\ln e$ is constant and $v\to+\infty$ as $e\to0^+$. Within the semiclassical rule there is no finite $v_D$ to extrapolate to, however small $C>0$ is. The quantum levels behave differently for a weak tail: with a repulsive wall inside and no rotation, the Schrödinger equation has infinitely many levels below dissociation only if $2\mu C/\hbar^2>1/4$. The proof evaluates the constant at $e_0/2$ and finds, for any bound $M$, how small $e$ must be for $v$ to exceed it.

```lean
/-- For the tail `-C/r^2` the semiclassical level index grows without bound as the binding
energy vanishes. -/
theorem inverse_square_diverges {μ hbar C e0 : ℝ} {v : ℝ → ℝ} (hμ : 0 < μ) (hh : 0 < hbar)
    (hC : 0 < C) (h0 : 0 < e0) (hv : IsSemiclassical 2 μ hbar C e0 v) :
    Tendsto v (𝓝[>] 0) atTop := by
  have ha := rate_pos (n := 2) (by norm_num) hμ hh hC
  rw [isSemiclassical_iff (by norm_num) hC] at hv
  generalize rate 2 μ hbar C = a at ha hv
  have hq : -((((2 : ℕ) : ℝ) + 2) / (2 * ((2 : ℕ) : ℝ))) = -1 := by norm_num
  -- here `v + a log e` is conserved
  have hF : ∀ e ∈ Ioo 0 e0, HasDerivAt (fun x => v x + a * Real.log x) 0 e := by
    intro e he
    refine ((hv e he).fun_add ((Real.hasDerivAt_log he.1.ne').const_mul a)).congr_deriv ?_
    rw [hq, Real.rpow_neg_one]
    ring
  have hm : e0 / 2 ∈ Ioo 0 e0 := ⟨by linarith, by linarith⟩
  refine tendsto_atTop.2 fun M => ?_
  filter_upwards [Ioo_mem_nhdsGT h0, Ioo_mem_nhdsGT
    (Real.exp_pos ((v (e0 / 2) + a * Real.log (e0 / 2) - M) / a))] with x hx hx'
  have h1 : v x + a * Real.log x = v (e0 / 2) + a * Real.log (e0 / 2) :=
    const_on_window hF hx hm
  have h2 := Real.log_lt_log hx'.1 hx'.2
  rw [Real.log_exp, lt_div_iff₀ ha] at h2
  linarith

end

end LeRoyBernstein
```

```lean
#print axioms LeRoyBernstein.leRoy_bernstein
#print axioms LeRoyBernstein.van_der_waals
#print axioms LeRoyBernstein.inverse_square_diverges
```

```
'LeRoyBernstein.leRoy_bernstein' depends on axioms: [propext, Classical.choice, Quot.sound]
'LeRoyBernstein.van_der_waals' depends on axioms: [propext, Classical.choice, Quot.sound]
'LeRoyBernstein.inverse_square_diverges' depends on axioms: [propext, Classical.choice, Quot.sound]
```

**Q:** My real potential has a repulsive wall and further dispersion terms. The equality can't be exact there.

**A:** Agreed. It is exact for the postulated rule, and that rule is an approximation for a molecule. A different model would keep the semiclassical rule but take a full potential with two turning points and require only that it approach $D-C/r^n$ at large $r$. It would need assumptions on the inner region, and the law would become a limiting statement about the semiclassical index as $e\to0^+$, with corrections at finite binding energy. For the true quantum levels the semiclassical rule itself breaks down very close to dissociation when $n>2$, so the law is not their exact limit and the extrapolated $v_D$ is a semiclassical quantity. The version here gives an equality throughout the window, at the price of assuming that the semiclassical rule holds and that the tail alone sets $dv/de$ there. How wide that window is for your molecule has to be judged from the potential or from the data.
